# Homogeneous harmonic polynomials of degree 1 or 2 sum to zero over the vertices of a regular tetrahedron centred at the origin, and those of degree 1, 2 or 3 over the vertices of such an octahedron

**Q:** Definitions first, please. What is being integrated, and over which points?

**A:** A nonlocal pseudopotential acts differently on the s, p and d parts of a wave function around an ion. Quantum Monte Carlo therefore needs integrals over the directions of one electron on a sphere, and it replaces them by sums over a few grid directions. The exact angular average of every spherical harmonic with $l\ge 1$ is zero, and the grid should reproduce that for small $l$.

Let $P$ be a real polynomial in $x,y,z$ (not a Legendre polynomial). It is homogeneous of degree $l$ if all its terms have degree $l$, and harmonic if $\Delta P=0$. Restricted to the unit sphere, the polynomials with both properties are the real spherical harmonics of angular momentum $l$ and their linear combinations.

```lean
import Mathlib

open MvPolynomial

namespace PseudopotentialQuadrature

noncomputable section
```

In Lean, $P$ has type `MvPolynomial (Fin 3) ℝ`, with coordinates 0, 1, 2 for $x,y,z$. The Laplacian uses formal derivatives, which agree with the usual ones.

```lean
/-- The Laplacian of a real polynomial in three variables. -/
def laplacian (P : MvPolynomial (Fin 3) ℝ) : MvPolynomial (Fin 3) ℝ :=
  ∑ i, pderiv i (pderiv i P)
```

The grids are explicit lists of vertices $v_k$, with $k$ counted from 0.

```lean
/-- The four vertices of a regular tetrahedron centred at the origin. -/
def tetrahedron : Fin 4 → Fin 3 → ℝ :=
  ![![1, 1, 1], ![1, -1, -1], ![-1, 1, -1], ![-1, -1, 1]]

/-- The six vertices of a regular octahedron centred at the origin. -/
def octahedron : Fin 6 → Fin 3 → ℝ :=
  ![![1, 0, 0], ![-1, 0, 0], ![0, 1, 0], ![0, -1, 0], ![0, 0, 1], ![0, 0, -1]]
```

**Q:** Those tetrahedron vertices aren't unit vectors.

**A:** They have length $\sqrt3$. Going to unit vectors multiplies a sum of degree $l$ by $3^{-l/2}$, so a zero stays zero. The octahedron vertices are already normalised.

**Q:** How do you treat all harmonic polynomials at once?

**A:** By proving a rule for every polynomial of low degree, harmonic or not:

$$\sum_k P(v_k)=4P(0)+2\,\Delta P(0)\quad(\text{tetrahedron, degree}\le 2),$$
$$\sum_k P(v_k)=6P(0)+\Delta P(0)\quad(\text{octahedron, degree}\le 3).$$

With unit vectors, the 2 in the first rule becomes $2/3$. Both sides are linear in $P$, so monomials suffice.

For the tetrahedron:
- $1$ gives $4=4\cdot1$.
- $x$ gives $1+1-1-1=0$, and its Laplacian is zero.
- $x^2$ gives $4=2\cdot 2$.
- $xy$ gives $1-1-1+1=0$, and its Laplacian is zero.

The other coordinates behave alike.

For the octahedron:
- $1$ gives $6$.
- $x^2$ gives $2=\Delta x^2$.
- $xy$ gives zero on both sides, since each vertex has only one nonzero coordinate.
- Monomials of degree 1 or 3 cancel between opposite vertices. Their values and Laplacians vanish at the origin.

The first two lemmas evaluate a monomial at a point and reduce a statement about polynomials to monomials, by writing $P$ as the sum of its terms.

```lean
/-- The value of a monomial at a point of space. -/
theorem eval_monomial_three (v : Fin 3 → ℝ) (s : Fin 3 →₀ ℕ) (a : ℝ) :
    eval v (monomial s a) = a * (v 0 ^ s 0 * v 1 ^ s 1 * v 2 ^ s 2) := by
  rw [eval_monomial, Finsupp.prod_fintype _ _ (by simp), Fin.prod_univ_three]

/-- A property that holds for zero, is preserved by sums and holds for every real multiple of every
monomial of degree at most `L` holds for all polynomials of degree at most `L`. -/
theorem low_degree_induction {L : ℕ} {M : MvPolynomial (Fin 3) ℝ → Prop}
    (zero : M 0) (add : ∀ p q, M p → M q → M (p + q))
    (mono : ∀ (s : Fin 3 →₀ ℕ) (a : ℝ), s 0 + s 1 + s 2 ≤ L → M (monomial s a))
    {P : MvPolynomial (Fin 3) ℝ} (hP : P.totalDegree ≤ L) : M P := by
  have key : M (∑ s ∈ P.support, monomial s (coeff s P)) := by
    refine Finset.sum_induction _ M add zero (fun s hs => mono s _ ?_)
    have h := (le_totalDegree hs).trans hP
    rwa [Finsupp.sum_fintype _ _ (by simp), Fin.sum_univ_three] at h
  rwa [← P.as_sum] at key
```

In each rule's proof, the three goals are zero, sums and monomials. For monomials, `interval_cases` lists the possible exponents, `omega` discards those whose total degree is too high, and `norm_num` and `ring` do the arithmetic above.

```lean
/-- For every polynomial of degree at most 2, the sum over the tetrahedron is fixed by the value
and the Laplacian at the centre. -/
theorem tetrahedron_rule {P : MvPolynomial (Fin 3) ℝ} (hP : P.totalDegree ≤ 2) :
    ∑ k, eval (tetrahedron k) P = 4 * eval 0 P + 2 * eval 0 (laplacian P) := by
  refine low_degree_induction (M := fun P => ∑ k, eval (tetrahedron k) P
    = 4 * eval 0 P + 2 * eval 0 (laplacian P)) ?_ ?_ ?_ hP
  · simp [laplacian]
  · intro p q hp hq
    have hl : laplacian (p + q) = laplacian p + laplacian q := by
      simp [laplacian, Finset.sum_add_distrib]
    beta_reduce at hp hq ⊢
    simp only [hl, map_add, Finset.sum_add_distrib]
    linarith
  · -- finitely many exponents remain
    intro s a hs
    simp only [laplacian, Fin.sum_univ_three, Fin.sum_univ_four, pderiv_monomial, map_add,
      eval_monomial_three, Finsupp.coe_tsub, Pi.sub_apply, Finsupp.single_apply, Pi.zero_apply]
    generalize s 0 = i at hs ⊢
    generalize s 1 = j at hs ⊢
    generalize s 2 = k at hs ⊢
    have hi : i ≤ 2 := by omega
    have hj : j ≤ 2 := by omega
    have hk : k ≤ 2 := by omega
    interval_cases i <;> interval_cases j <;> interval_cases k <;>
      first | omega | (simp only [tetrahedron, Matrix.cons_val]; norm_num <;> ring)

/-- For every polynomial of degree at most 3, the sum over the octahedron is fixed by the value
and the Laplacian at the centre. -/
theorem octahedron_rule {P : MvPolynomial (Fin 3) ℝ} (hP : P.totalDegree ≤ 3) :
    ∑ k, eval (octahedron k) P = 6 * eval 0 P + eval 0 (laplacian P) := by
  refine low_degree_induction (M := fun P => ∑ k, eval (octahedron k) P
    = 6 * eval 0 P + eval 0 (laplacian P)) ?_ ?_ ?_ hP
  · simp [laplacian]
  · intro p q hp hq
    have hl : laplacian (p + q) = laplacian p + laplacian q := by
      simp [laplacian, Finset.sum_add_distrib]
    beta_reduce at hp hq ⊢
    simp only [hl, map_add, Finset.sum_add_distrib]
    linarith
  · intro s a hs
    simp only [laplacian, Fin.sum_univ_three, Fin.sum_univ_six, pderiv_monomial, map_add,
      eval_monomial_three, Finsupp.coe_tsub, Pi.sub_apply, Finsupp.single_apply, Pi.zero_apply]
    generalize s 0 = i at hs ⊢
    generalize s 1 = j at hs ⊢
    generalize s 2 = k at hs ⊢
    have hi : i ≤ 3 := by omega
    have hj : j ≤ 3 := by omega
    have hk : k ≤ 3 := by omega
    interval_cases i <;> interval_cases j <;> interval_cases k <;>
      first
      | omega
      | (simp only [octahedron, Matrix.cons_val, Fin.reduceEq, reduceIte]; norm_num <;> ring)
```

**Q:** I'm suspicious of $\Delta P(0)$. The wave function at the nucleus has no business in an integral over a sphere.

**A:** It doesn't enter. $P$ is a polynomial that represents the wave function on the sphere only, so $\Delta P(0)$ is a combination of its coefficients and not a kinetic energy at the ion.

For a homogeneous harmonic $P$ of positive degree, $P(0)=0$ because there is no constant term, and $\Delta P=0$ by assumption. The right-hand sides vanish.

```lean
/-- A homogeneous polynomial of positive degree vanishes at the origin. -/
theorem eval_zero_of_homogeneous {P : MvPolynomial (Fin 3) ℝ} {l : ℕ} (hl : 1 ≤ l)
    (hom : P.IsHomogeneous l) : eval 0 P = 0 := by
  rw [eval_zero, constantCoeff_eq]
  exact hom.coeff_eq_zero (by simp; omega)
```

The next two theorems say exactly this, with `hom` for homogeneity, `harm` for harmonicity, and `h1` excluding constants, whose average should survive. Each proof substitutes the two zeros into the rule.

```lean
/-- Every harmonic homogeneous polynomial of degree 1 or 2 sums to zero over the vertices of the
tetrahedron. -/
theorem tetrahedron_sum_eq_zero {P : MvPolynomial (Fin 3) ℝ} {l : ℕ} (h1 : 1 ≤ l) (h2 : l ≤ 2)
    (hom : P.IsHomogeneous l) (harm : laplacian P = 0) :
    ∑ k, eval (tetrahedron k) P = 0 := by
  rw [tetrahedron_rule (hom.totalDegree_le.trans h2), harm, map_zero,
    eval_zero_of_homogeneous h1 hom]
  ring

/-- Every harmonic homogeneous polynomial of degree 1, 2 or 3 sums to zero over the vertices of
the octahedron. -/
theorem octahedron_sum_eq_zero {P : MvPolynomial (Fin 3) ℝ} {l : ℕ} (h1 : 1 ≤ l) (h3 : l ≤ 3)
    (hom : P.IsHomogeneous l) (harm : laplacian P = 0) :
    ∑ k, eval (octahedron k) P = 0 := by
  rw [octahedron_rule (hom.totalDegree_le.trans h3), harm, map_zero,
    eval_zero_of_homogeneous h1 hom]
  ring
```

**Q:** Could the grids do better than you claim?

**A:** Not for all harmonics of the next degree. Take $xyz$. Each second derivative with respect to a single coordinate is zero, so it is harmonic. It equals 1 at every tetrahedron vertex, so the sum is 4, or $4/(3\sqrt3)$ with unit vectors.

For the octahedron take $x^4+y^4+z^4-\tfrac35r^4$, where $r^2=x^2+y^2+z^2$. Since $\Delta(x^4+y^4+z^4)=12r^2$ and $\Delta r^4=20r^2$, the Laplacian is $12r^2-\tfrac35\cdot20r^2=0$. Each vertex gives $1-\tfrac35=\tfrac25$, and the sum is $12/5$.

```lean
/-- The polynomial `xyz`. -/
def cubic : MvPolynomial (Fin 3) ℝ := X 0 * X 1 * X 2

/-- The polynomial `x⁴ + y⁴ + z⁴ - (3/5) r⁴`. -/
def quartic : MvPolynomial (Fin 3) ℝ :=
  X 0 ^ 4 + X 1 ^ 4 + X 2 ^ 4 - C (3 / 5) * (X 0 ^ 2 + X 1 ^ 2 + X 2 ^ 2) ^ 2
```

Each theorem below states homogeneity, harmonicity and the value of the sum. In the second, `hC` supplies $\tfrac35\cdot20=12$ for constant polynomials.

```lean
/-- The polynomial `xyz` is harmonic and homogeneous of degree 3, and its sum over the
tetrahedron is 4. -/
theorem tetrahedron_fails_at_three :
    cubic.IsHomogeneous 3 ∧ laplacian cubic = 0 ∧ ∑ k, eval (tetrahedron k) cubic = 4 := by
  refine ⟨((isHomogeneous_X ℝ 0).mul (isHomogeneous_X ℝ 1)).mul (isHomogeneous_X ℝ 2), ?_, ?_⟩
  · simp [laplacian, cubic, Fin.sum_univ_three, pderiv_X, Pi.single_apply]
  · simp only [cubic, map_mul, eval_X, Fin.sum_univ_four, tetrahedron, Matrix.cons_val]
    norm_num

/-- The polynomial `x⁴ + y⁴ + z⁴ - (3/5) r⁴` is harmonic and homogeneous of degree 4, and its sum
over the octahedron is 12/5. -/
theorem octahedron_fails_at_four :
    quartic.IsHomogeneous 4 ∧ laplacian quartic = 0 ∧
      ∑ k, eval (octahedron k) quartic = 12 / 5 := by
  refine ⟨?_, ?_, ?_⟩
  · have h4 (i : Fin 3) := isHomogeneous_X_pow (R := ℝ) i 4
    have h2 (i : Fin 3) := isHomogeneous_X_pow (R := ℝ) i 2
    exact (((h4 0).add (h4 1)).add (h4 2)).sub
      (((((h2 0).add (h2 1)).add (h2 2)).pow 2).C_mul (3 / 5))
  · -- the Laplacians of the two parts are 12 r² and 20 r²
    have hC : (C (3 / 5) : MvPolynomial (Fin 3) ℝ) * 20 = 12 := by
      rw [← map_ofNat (C : ℝ →+* MvPolynomial (Fin 3) ℝ) 20,
        ← map_ofNat (C : ℝ →+* MvPolynomial (Fin 3) ℝ) 12, ← map_mul]
      norm_num
    simp [laplacian, quartic, Fin.sum_univ_three, pow_succ, pderiv_X, Pi.single_apply]
    linear_combination (-(X 0 ^ 2 + X 1 ^ 2 + X 2 ^ 2 : MvPolynomial (Fin 3) ℝ)) * hC
  · simp only [quartic, map_add, map_sub, map_mul, map_pow, eval_C, eval_X, Fin.sum_univ_six,
      octahedron, Matrix.cons_val]
    norm_num
```

**Q:** A pseudopotential needs projections, though, not just averages.

**A:** The exact p projection in direction $u$ averages $3(u\cdot v)P(v)$ over unit vectors $v$. The octahedron version is

$$\frac36\sum_k(u\cdot v_k)P(v_k)=\frac{P(u)-P(-u)}2\qquad(\text{degree}\le2).$$

Check it on monomials again. For a constant or a quadratic monomial, opposite vertices cancel on the left and the odd part on the right is zero. For $x$, the sum is $2u_0$, and the prefactor turns it into $u_0$; $y$ and $z$ are the same. At degree at most 2 the odd part is the linear part, which is the p component on the unit sphere. The Lean proof repeats the monomial scheme and allows any vector $u$.

```lean
/-- For a polynomial of degree at most 2, the p-channel projection discretised on the octahedron,
with kernel `3 (u · v)` and equal weights `1/6`, gives the odd part of the polynomial at `u`. -/
theorem octahedron_p_projection {P : MvPolynomial (Fin 3) ℝ} (hP : P.totalDegree ≤ 2)
    (u : Fin 3 → ℝ) :
    3 / 6 * ∑ k, (u ⬝ᵥ octahedron k) * eval (octahedron k) P
      = (eval u P - eval (-u) P) / 2 := by
  refine low_degree_induction (M := fun P =>
    3 / 6 * ∑ k, (u ⬝ᵥ octahedron k) * eval (octahedron k) P
      = (eval u P - eval (-u) P) / 2) ?_ ?_ ?_ hP
  · simp
  · intro p q hp hq
    beta_reduce at hp hq ⊢
    simp only [map_add, mul_add, Finset.sum_add_distrib]
    linarith
  · intro s a hs
    simp only [dotProduct, Fin.sum_univ_three, Fin.sum_univ_six, eval_monomial_three,
      Pi.neg_apply]
    generalize s 0 = i at hs ⊢
    generalize s 1 = j at hs ⊢
    generalize s 2 = k at hs ⊢
    have hi : i ≤ 2 := by omega
    have hj : j ≤ 2 := by omega
    have hk : k ≤ 2 := by omega
    interval_cases i <;> interval_cases j <;> interval_cases k <;>
      first | omega | (simp only [octahedron, Matrix.cons_val]; ring)

end

end PseudopotentialQuadrature
```

```lean
#print axioms PseudopotentialQuadrature.tetrahedron_sum_eq_zero
-- 'PseudopotentialQuadrature.tetrahedron_sum_eq_zero' depends on axioms: [propext, Classical.choice, Quot.sound]
#print axioms PseudopotentialQuadrature.octahedron_sum_eq_zero
-- 'PseudopotentialQuadrature.octahedron_sum_eq_zero' depends on axioms: [propext, Classical.choice, Quot.sound]
#print axioms PseudopotentialQuadrature.octahedron_fails_at_four
-- 'PseudopotentialQuadrature.octahedron_fails_at_four' depends on axioms: [propext, Classical.choice, Quot.sound]
#print axioms PseudopotentialQuadrature.octahedron_p_projection
-- 'PseudopotentialQuadrature.octahedron_p_projection' depends on axioms: [propext, Classical.choice, Quot.sound]
```

**Q:** Where would I meet this sum in a run?

**A:** Put an electron at distance $r$ from the ion in unit direction $u$, with the others fixed. If $W(r)$ is the radial p potential minus the local potential, which is counted separately, and $\Psi$ is the trial function, the p contribution to the local energy is

$$W(r)\,\frac36\sum_k (u\cdot v_k)\,\frac{\Psi(r v_k)}{\Psi(r u)}.$$

In diffusion Monte Carlo with T-moves, the terms of all nonlocal channels at the same $v_k$ are added first; where the total is negative, its magnitude sets the weight for moving the electron to $r v_k$. The theorem makes this angular sum exact when $\Psi$ on the sphere is a polynomial of degree at most 2.

**Q:** And a realistic $\Psi$?

**A:** That is the step the hypotheses leave open: a realistic trial function generally has higher angular components too, and they can contribute an error. Rotating the grid is harmless for the zero sums, because a rotated harmonic polynomial is still harmonic and of the same degree.

**Q:** Does the argument reach other grids?

**A:** The eight cube vertices $(\pm1,\pm1,\pm1)$ are a close neighbour. The same monomial check, done here with a pencil and not in Lean, gives $8P(0)+4\Delta P(0)$ up to degree 3, so homogeneous harmonics of degree 1, 2 or 3 sum to zero there as well.
